# Jahn's rule for one symmetry operation: when a Coriolis coupling vanishes

Let a symmetry operation of a molecule multiply one vibrational mode by a factor $s$ and another by a factor $t$, and let it multiply rotation about an axis $a$ by a sign $w$. If $w \neq st$, the two modes have no Coriolis coupling about $a$.

## Coriolis coupling of two modes

A mode $u$ assigns to each atom $i$ a mass-weighted displacement $u_i \in \mathbb{R}^3$. For two modes $u$ and $v$, the Coriolis vector is

$$\zeta(u,v) = \sum_i u_i \times v_i ,$$

and its component along an axis $a$ is $a\cdot\zeta(u,v)$. For normalised modes and a unit vector $a$, this is the usual Coriolis constant.

In the rotation-vibration Hamiltonian for small vibrations about a single equilibrium structure, these constants are the coefficients of the vibrational angular momentum, so the rule identifies constants that must vanish by symmetry and gives a check on computed values.

## How a symmetry operation acts

A symmetry operation has two parts: an orthogonal $3\times 3$ matrix $r$, which turns or reflects displacements, and a permutation $p$, which says that atom $i$ is carried to the place of atom $p(i)$. The operation takes the displacement $u_i$, turns it into $r u_i$ and attaches it to atom $p(i)$. The mode is multiplied by $s$ when

$$r u_i = s\, u_{p(i)} \quad\text{for every } i .$$

Rotation about $a$ is described by an axial vector, which transforms with an extra factor $\det r$. The condition on the axis is therefore

$$\det(r)\, r a = w a, \qquad w = \pm 1 .$$

For a mirror plane that contains $a$, for example, $ra = a$ and $\det r = -1$, so $w=-1$: the reflection reverses the sense of rotation about $a$.

## Derivation

**The cross product is axial.** For any vectors $x, y, z$, the triple product is a determinant, so

$$z\cdot r^{T}\big((rx)\times(ry)\big) = (rz)\cdot\big((rx)\times(ry)\big) = \det(r)\; z\cdot(x\times y).$$

Since $z$ is arbitrary, $r^{T}\big((rx)\times(ry)\big) = \det(r)\,(x\times y)$. Multiplying by $r$ and using $rr^{T}=1$ gives

$$(rx)\times(ry) = \det(r)\, r(x\times y).$$

**The Coriolis vector is axial.** Put $x=u_i$ and $y=v_i$, and sum over the atoms. As $r$ is linear,

$$\sum_i (ru_i)\times(rv_i) = \det(r)\, r\,\zeta(u,v).$$

**The symmetry of the modes fixes the same sum.** Insert $ru_i = s\,u_{p(i)}$ and $rv_i = t\,v_{p(i)}$ on the left:

$$\sum_i (ru_i)\times(rv_i) = st\sum_i u_{p(i)}\times v_{p(i)} = st\,\zeta(u,v).$$

The last equality holds because $p$ only changes the order of the terms. Hence, with $\zeta=\zeta(u,v)$,

$$\det(r)\, r\zeta = st\,\zeta .$$

**The component along the axis.** An orthogonal matrix preserves dot products, and $\det(r)^2=1$. Therefore

$$a\cdot\zeta = (ra)\cdot(r\zeta) = \big(\det(r)\,ra\big)\cdot\big(\det(r)\,r\zeta\big) = (wa)\cdot(st\,\zeta) = w\,st\;(a\cdot\zeta).$$

If $a\cdot\zeta$ were nonzero, then $w\,st = 1$. Multiplication by $w$, with $w^2=1$, would give $st = w$, against the assumption. So $a\cdot\zeta = 0$.

## Modes that mix under the operation

Degenerate modes need not be multiplied by a number; an operation may turn them into combinations of one another. Let $Q_k$ and $P_m$ be two finite families of modes with

$$r\,Q_{k,i} = \sum_l D_{lk}\,Q_{l,p(i)}, \qquad r\,P_{m,i} = \sum_n E_{nm}\,P_{n,p(i)} .$$

Expanding the cross product in both arguments and relabelling the atoms as before gives

$$\det(r)\, r\,\zeta(Q_k,P_m) = \sum_{l,n} D_{lk}E_{nm}\;\zeta(Q_l,P_n).$$

The Coriolis vectors thus transform with the Kronecker product of the two matrices, whose entries are the products $D_{lk}E_{nm}$. This is a transformation law, and no selection rule for degenerate modes is drawn from it here.

## A mirror in a bent triatomic

Take three equal masses in the $xy$ plane, with atoms 0 and 1 at the ends $(1,0,0)$ and $(-1,0,0)$ and atom 2 at the apex $(0,1,0)$, so that the molecule is bent at a right angle. For this geometry the three displacement patterns below contain no overall translation or rotation. The mirror $x\to -x$ exchanges atoms 0 and 1. For the $z$ axis, $w=-1$.

- In the mode `spread`, the end atoms move by $(1,0,0)$ and $(-1,0,0)$. In `bend`, they both move by $(0,1,0)$ and the apex by $(0,-2,0)$. Both modes are even, so $st = 1 \neq w$ and the coupling about $z$ vanishes. Directly, the end atoms contribute $+1$ and $-1$.
- In the mode `skew`, the end atoms move by $(1,-1,0)$ and $(1,1,0)$ and the apex by $(-2,0,0)$. This mode is odd, so with `spread` one has $st=-1=w$. The rule is then silent, and the component is $-1-1 = -2$. The norms of the two patterns are $\sqrt2$ and $2\sqrt2$, so the normalised coupling is $-\tfrac12$.

The second pair shows that the conclusion would be false without the condition $w\neq st$.

## The statement in Lean

The atoms form a finite type `ι`, and a mode is a function `ι → Fin 3 → ℝ`. The symbols `*ᵥ`, `⨯₃` and `⬝ᵥ` stand for matrix times vector, cross product and dot product. `coriolis u v` is $\zeta(u,v)$, without normalisation, and `IsSymmetryMode r p s u` is the condition $ru_i = s\,u_{p(i)}$.

The hypotheses of `jahn_rule` correspond to the physics as follows:

- `hr` says that $r$ is orthogonal; proper and improper operations are both allowed.
- `hu` and `hv` give the behaviour of the two modes, with real factors $s$ and $t$. For a nonzero mode, orthogonality already forces the factor to be $\pm1$.
- `ha` says that the axial action multiplies the axis by $w$, and `hw` that $w$ is a sign.
- `hne` is the mismatch $w\neq st$.

The axis `a` need not be a unit vector, since only the vanishing of the component is claimed.

Neither masses nor equilibrium positions appear. That $r$ and $p$ together form a symmetry of the molecule, exchanging only atoms of equal mass, is the physical reading of the hypotheses. The modes need not be eigenvectors of a force-constant matrix either; their transformation law is all that enters.

Jahn's rule is usually stated for a whole point group: a coupling about $a$ requires that the product of the two mode representations contain the representation of the rotation about $a$. The theorem treats one operation at a time and modes that are multiplied by a number. In a group such as $C_{2v}$, where every irreducible representation is one-dimensional with characters $\pm1$, the group rule follows by choosing an operation for which the characters disagree.

```lean
import Mathlib

open Matrix

namespace CoriolisJahnRule

noncomputable section

variable {ι : Type*} [Fintype ι]

/-- The Coriolis coupling vector of two modes: the sum over atoms of the cross products
of their mass-weighted displacements. -/
def coriolis (u v : ι → Fin 3 → ℝ) : Fin 3 → ℝ := ∑ i, (u i) ⨯₃ (v i)

/-- The operation `r`, which sends atom `i` to atom `p i`, multiplies the mode `u` by `s`. -/
def IsSymmetryMode {ι : Type*} (r : Matrix (Fin 3) (Fin 3) ℝ) (p : Equiv.Perm ι) (s : ℝ)
    (u : ι → Fin 3 → ℝ) : Prop :=
  ∀ i, r *ᵥ u i = s • u (p i)

/-- The cross product is an axial vector: under an orthogonal `r` it is transformed by
`det r` times `r`. -/
theorem cross_rotate {r : Matrix (Fin 3) (Fin 3) ℝ} (hr : rᵀ * r = 1) (x y : Fin 3 → ℝ) :
    (r *ᵥ x) ⨯₃ (r *ᵥ y) = r.det • (r *ᵥ (x ⨯₃ y)) := by
  -- the cofactor identity, valid for every 3 × 3 matrix
  have key : rᵀ *ᵥ ((r *ᵥ x) ⨯₃ (r *ᵥ y)) = r.det • (x ⨯₃ y) := by
    ext i
    fin_cases i <;>
      simp [Matrix.mulVec, dotProduct, Fin.sum_univ_three, cross_apply,
        Matrix.det_fin_three] <;> ring
  have hr' : r * rᵀ = 1 := mul_eq_one_comm.mp hr
  calc (r *ᵥ x) ⨯₃ (r *ᵥ y) = (r * rᵀ) *ᵥ ((r *ᵥ x) ⨯₃ (r *ᵥ y)) := by
        rw [hr', Matrix.one_mulVec]
    _ = r *ᵥ (rᵀ *ᵥ ((r *ᵥ x) ⨯₃ (r *ᵥ y))) := by rw [Matrix.mulVec_mulVec]
    _ = r.det • (r *ᵥ (x ⨯₃ y)) := by rw [key, Matrix.mulVec_smul]

/-- Applying an orthogonal `r` to all displacements of two modes transforms their Coriolis
vector as an axial vector. -/
theorem coriolis_rotate {r : Matrix (Fin 3) (Fin 3) ℝ} (hr : rᵀ * r = 1)
    (u v : ι → Fin 3 → ℝ) :
    coriolis (fun i => r *ᵥ u i) (fun i => r *ᵥ v i) = r.det • (r *ᵥ coriolis u v) := by
  have h : r *ᵥ (∑ i, (u i) ⨯₃ (v i)) = ∑ i, r *ᵥ ((u i) ⨯₃ (v i)) :=
    map_sum r.mulVecLin (fun i => (u i) ⨯₃ (v i)) Finset.univ
  unfold coriolis
  rw [h, Finset.smul_sum]
  exact Finset.sum_congr rfl fun i _ => cross_rotate hr (u i) (v i)

/-- For two finite families of modes that mix through matrices `D` and `E` under a symmetry
operation, the Coriolis vectors transform with the products of the entries of `D` and `E`. -/
theorem coriolis_covariant {κ μ : Type*} [Fintype κ] [Fintype μ]
    {r : Matrix (Fin 3) (Fin 3) ℝ} (hr : rᵀ * r = 1) (p : Equiv.Perm ι)
    (Q : κ → ι → Fin 3 → ℝ) (P : μ → ι → Fin 3 → ℝ) (D : Matrix κ κ ℝ) (E : Matrix μ μ ℝ)
    (hQ : ∀ k i, r *ᵥ Q k i = ∑ l, D l k • Q l (p i))
    (hP : ∀ m i, r *ᵥ P m i = ∑ n, E n m • P n (p i)) (k : κ) (m : μ) :
    r.det • (r *ᵥ coriolis (Q k) (P m)) =
      ∑ l, ∑ n, (D l k * E n m) • coriolis (Q l) (P n) := by
  rw [← coriolis_rotate hr]
  calc coriolis (fun i => r *ᵥ Q k i) (fun i => r *ᵥ P m i)
      = ∑ i, ∑ l, ∑ n, (D l k * E n m) • ((Q l (p i)) ⨯₃ (P n (p i))) := by
        -- bilinearity of the cross product, atom by atom
        refine Finset.sum_congr rfl fun i _ => ?_
        show (r *ᵥ Q k i) ⨯₃ (r *ᵥ P m i) = _
        rw [hQ, hP, map_sum (crossProduct (R := ℝ)), LinearMap.sum_apply]
        refine Finset.sum_congr rfl fun l _ => ?_
        rw [map_sum]
        refine Finset.sum_congr rfl fun n _ => ?_
        simp only [map_smul, LinearMap.smul_apply, smul_smul, mul_comm]
    _ = ∑ l, ∑ n, (D l k * E n m) • coriolis (Q l) (P n) := by
        -- relabel the atoms
        rw [Finset.sum_comm]
        refine Finset.sum_congr rfl fun l _ => ?_
        rw [Finset.sum_comm]
        refine Finset.sum_congr rfl fun n _ => ?_
        rw [← Finset.smul_sum]
        exact congrArg (fun z => (D l k * E n m) • z)
          (Equiv.sum_comp p (fun i => (Q l i) ⨯₃ (P n i)))

/-- If a symmetry operation multiplies two modes by `s` and `t`, its axial action multiplies
their Coriolis vector by `s * t`. -/
theorem coriolis_parity {r : Matrix (Fin 3) (Fin 3) ℝ} (hr : rᵀ * r = 1)
    {p : Equiv.Perm ι} {s t : ℝ} {u v : ι → Fin 3 → ℝ}
    (hu : IsSymmetryMode r p s u) (hv : IsSymmetryMode r p t v) :
    r.det • (r *ᵥ coriolis u v) = (s * t) • coriolis u v := by
  rw [← coriolis_rotate hr]
  calc coriolis (fun i => r *ᵥ u i) (fun i => r *ᵥ v i)
      = ∑ i, (s * t) • ((u (p i)) ⨯₃ (v (p i))) := by
        refine Finset.sum_congr rfl fun i _ => ?_
        show (r *ᵥ u i) ⨯₃ (r *ᵥ v i) = _
        rw [hu i, hv i]
        simp only [map_smul, LinearMap.smul_apply, smul_smul, mul_comm]
    _ = (s * t) • coriolis u v := by
        rw [← Finset.smul_sum]
        exact congrArg (fun z => (s * t) • z)
          (Equiv.sum_comp p (fun i => (u i) ⨯₃ (v i)))

/-- Jahn's rule for one symmetry operation: if the axial action of `r` multiplies the axis `a`
by a sign `w` different from the product `s * t` of the factors of two modes, then their
Coriolis coupling about `a` vanishes. -/
theorem jahn_rule {r : Matrix (Fin 3) (Fin 3) ℝ} (hr : rᵀ * r = 1)
    {p : Equiv.Perm ι} {s t w : ℝ} {u v : ι → Fin 3 → ℝ} {a : Fin 3 → ℝ}
    (hu : IsSymmetryMode r p s u) (hv : IsSymmetryMode r p t v)
    (ha : r.det • (r *ᵥ a) = w • a) (hw : w = 1 ∨ w = -1) (hne : w ≠ s * t) :
    a ⬝ᵥ coriolis u v = 0 := by
  have hz := coriolis_parity hr hu hv
  have hdet : r.det * r.det = 1 := by
    have h := congrArg Matrix.det hr
    rwa [Matrix.det_mul, Matrix.det_transpose, Matrix.det_one] at h
  have hdot : (r *ᵥ a) ⬝ᵥ (r *ᵥ coriolis u v) = a ⬝ᵥ coriolis u v := by
    rw [Matrix.dotProduct_mulVec, ← Matrix.mulVec_transpose, Matrix.mulVec_mulVec, hr,
      Matrix.one_mulVec]
  -- the component is reproduced up to the factor w s t
  have h : a ⬝ᵥ coriolis u v = (w * (s * t)) * (a ⬝ᵥ coriolis u v) := by
    calc a ⬝ᵥ coriolis u v
        = (r.det * r.det) * ((r *ᵥ a) ⬝ᵥ (r *ᵥ coriolis u v)) := by
          rw [hdet, one_mul, hdot]
      _ = (r.det • (r *ᵥ a)) ⬝ᵥ (r.det • (r *ᵥ coriolis u v)) := by
          simp only [smul_dotProduct, dotProduct_smul, smul_eq_mul]
          ring
      _ = (w * (s * t)) * (a ⬝ᵥ coriolis u v) := by
          rw [ha, hz]
          simp only [smul_dotProduct, dotProduct_smul, smul_eq_mul]
          ring
  by_contra h0
  have h1 : w * (s * t) = 1 := mul_right_cancel₀ h0 (by linarith)
  apply hne
  rcases hw with rfl | rfl <;> linarith

/-- The mirror that reverses the x axis. -/
def mirror : Matrix (Fin 3) (Fin 3) ℝ := !![-1, 0, 0; 0, 1, 0; 0, 0, 1]

/-- Atoms 0 and 1 move in opposite directions along x while atom 2 rests. -/
def spread : Fin 3 → Fin 3 → ℝ := ![![1, 0, 0], ![-1, 0, 0], ![0, 0, 0]]

/-- Atoms 0 and 1 move together along y, and atom 2 moves the opposite way. -/
def bend : Fin 3 → Fin 3 → ℝ := ![![0, 1, 0], ![0, 1, 0], ![0, -2, 0]]

/-- Atoms 0 and 1 move together along x and oppositely along y, and atom 2 recoils along x. -/
def skew : Fin 3 → Fin 3 → ℝ := ![![1, -1, 0], ![1, 1, 0], ![-2, 0, 0]]

/-- The mirror that exchanges atoms 0 and 1, the modes `spread` and `bend`, and the z axis
satisfy all hypotheses of Jahn's rule with `s = t = 1` and `w = -1`. -/
theorem jahn_rule_witness :
    mirrorᵀ * mirror = 1 ∧ IsSymmetryMode mirror (Equiv.swap 0 1) 1 spread ∧
      IsSymmetryMode mirror (Equiv.swap 0 1) 1 bend ∧
      mirror.det • (mirror *ᵥ ![0, 0, 1]) = (-1 : ℝ) • ![0, 0, 1] ∧
      (-1 : ℝ) ≠ 1 * 1 := by
  refine ⟨?_, ?_, ?_, ?_, by norm_num⟩
  · ext i j
    fin_cases i <;> fin_cases j <;> simp [mirror, Matrix.mul_apply, Fin.sum_univ_three]
  · intro i
    ext j
    fin_cases i <;> fin_cases j <;>
      simp [mirror, spread, Matrix.mulVec, dotProduct, Fin.sum_univ_three,
        Equiv.swap_apply_def]
  · intro i
    ext j
    fin_cases i <;> fin_cases j <;>
      simp [mirror, bend, Matrix.mulVec, dotProduct, Fin.sum_univ_three,
        Equiv.swap_apply_def]
  · ext j
    fin_cases j <;>
      simp [mirror, Matrix.det_fin_three]

/-- The mode `skew` is odd under the same mirror, and its Coriolis coupling with `spread`
about the z axis equals `-2`. -/
theorem coupling_allowed :
    IsSymmetryMode mirror (Equiv.swap 0 1) (-1) skew ∧
      ![0, 0, 1] ⬝ᵥ coriolis spread skew = -2 := by
  constructor
  · intro i
    ext j
    fin_cases i <;> fin_cases j <;>
      simp [mirror, skew, Matrix.mulVec, dotProduct, Fin.sum_univ_three,
        Equiv.swap_apply_def]
  · simp [coriolis, spread, skew, dotProduct, Fin.sum_univ_three, cross_apply]
    norm_num

end

end CoriolisJahnRule
```

```lean
#print axioms CoriolisJahnRule.coriolis_covariant
#print axioms CoriolisJahnRule.jahn_rule
#print axioms CoriolisJahnRule.coupling_allowed
```

```
'CoriolisJahnRule.coriolis_covariant' depends on axioms: [propext, Classical.choice, Quot.sound]
'CoriolisJahnRule.jahn_rule' depends on axioms: [propext, Classical.choice, Quot.sound]
'CoriolisJahnRule.coupling_allowed' depends on axioms: [propext, Classical.choice, Quot.sound]
```

## From the cross product to the selection rule

`cross_rotate` is the axial law for two vectors. Its inner statement `key` is the identity $r^{T}\big((rx)\times(ry)\big)=\det(r)(x\times y)$, which holds for every $3\times3$ matrix. Where the derivation above uses the triple product, Lean writes out the three components, and `ring` confirms the resulting polynomial identities. Orthogonality enters only afterwards, in the `calc` chain that inserts $rr^{T}=1$ in front of the cross product.

`coriolis_rotate` carries this law over to the sum over atoms. The step `h` moves $r$ inside the sum by linearity, and `cross_rotate` is then applied to each atom.

`coriolis_parity` computes the same rotated sum in the second way. After `coriolis_rotate` has been used from right to left, the goal concerns $\sum_i (ru_i)\times(rv_i)$. Rewriting with `hu i` and `hv i` brings out the factor $st$, and `Equiv.sum_comp` is the relabelling of atoms by $p$. `coriolis_covariant` follows the same route for mixing modes: `map_sum` expands the cross product in each argument, and `Finset.sum_comm` moves the sum over atoms inside, where it can be relabelled.

`jahn_rule` combines these results. Its intermediate facts match the last part of the derivation:

- `hz` is $\det(r)\,r\zeta = st\,\zeta$.
- `hdet` is $\det(r)^2=1$, obtained by taking the determinant of $r^{T}r=1$.
- `hdot` is $(ra)\cdot(r\zeta)=a\cdot\zeta$.
- `h` is $a\cdot\zeta = w\,st\,(a\cdot\zeta)$.

The proof then supposes that $a\cdot\zeta\neq0$ and cancels it with `mul_right_cancel₀`, which leaves $w\,st=1$. The two cases $w=1$ and $w=-1$ each give $w=st$, contradicting `hne`.

The two results on the triatomic are finite computations. `jahn_rule_witness` verifies the orthogonality of the mirror, the two mode laws, the axis condition and the mismatch of signs, entry by entry. `coupling_allowed` verifies that `skew` is odd and evaluates its unnormalised coupling with `spread` to $-2$.
